# Integrating out harmonic bonds gives the frozen-bond weight, up to a constant, exactly when the product of stiffnesses is constant

## Does a very stiff bond become a frozen one?

Let $s$ be a soft coordinate, such as a torsion angle, with potential energy $U(s)$. Let $y$ be the displacement of a stiff bond from its rest length, with energy $k(s)y^2/2$ and $k(s)>0$. In classical statistical mechanics at inverse temperature $\beta>0$, I call $w(s)=e^{-\beta U(s)}$ the frozen-bond weight, and $W(s)=\int_{-\infty}^{\infty}e^{-\beta(U(s)+k(s)y^2/2)}\,dy$ the flexible weight. Neither is normalised.

If I make the bond stiffer and stiffer, its fluctuations shrink to nothing. I would then expect the populations along $s$ to approach those of the frozen bond. Yet I am told that the dependence of $k$ on $s$ leaves a trace however stiff the bond is. How can a displacement that is practically zero still shift the populations?

## The width of the valley counts, not only its depth

The fluctuations do vanish, but the relative widths of the valley at different $s$ need not become equal. A configuration with a softer bond has more room in $y$, and this entropy counts in its favour. If stiffening multiplies $k(s)$ by a common factor, all widths shrink by the same factor and their ratios stay as they were. The two weights are proportional exactly when $k$ is constant or, with several stiff modes, when the product of the stiffnesses is constant.

**One bond.** The energy $U(s)$ does not depend on $y$, so its Boltzmann factor comes out of the integral:

$$W(s)=e^{-\beta U(s)}\int_{-\infty}^{\infty}e^{-ay^2}\,dy,\qquad a=\frac{\beta k(s)}{2}>0.$$

Call the remaining integral $I$. In polar coordinates $I^2=2\pi\int_0^\infty re^{-ar^2}dr=\pi/a$, and $I>0$, so

$$W(s)=\sqrt{\frac{2\pi}{\beta k(s)}}\;e^{-\beta U(s)}.$$

**Several modes.** Let there be $n$ stiff displacements $y_i$ with energy $\sum_i k_i(s)y_i^2/2$, and let $P(s)=\prod_i k_i(s)$. The exponential of the sum is a product, so the integral factorises:

$$W(s)=e^{-\beta U(s)}\prod_i\sqrt{\frac{2\pi}{\beta k_i(s)}}=\sqrt{\frac{(2\pi/\beta)^n}{P(s)}}\;w(s).$$

**Proportionality.** Suppose that one constant $c$ satisfies $W(s)=c\,w(s)$ for all $s$. Since $w(s)>0$, it cancels, and $\sqrt{(2\pi/\beta)^n/P(s)}=c$ for every $s$. For two configurations $s$ and $t$ the roots are therefore equal. Squaring gives $(2\pi/\beta)^n/P(s)=(2\pi/\beta)^n/P(t)$, hence $P(s)=P(t)$. Conversely, if $P$ is constant, the prefactor is the same number everywhere and serves as $c$. For one bond, $P=k$.

**Populations and stiffening.** Dividing the weights of two configurations gives

$$\frac{W(s)}{W(t)}=\sqrt{\frac{P(t)}{P(s)}}\;e^{-\beta(U(s)-U(t))}.$$

If the bond is four times stiffer at $t$ than at $s$, the flexible model favours $s$ by an extra factor of 2. Replacing every $k_i$ by $rk_i$ with $r>0$ turns $P$ into $r^nP$, so each $W$ is divided by $\sqrt{r^n}$ and the ratio is unchanged. Your expectation would hold for another kind of stiffening: adding the same large constant to a bounded $k(s)$ drives the stiffness ratio to 1.

**Repairing the frozen model.** Because $P^{-1/2}=e^{-\frac12\log P}$, the prefactor can be absorbed into the potential:

$$W(s)=\sqrt{(2\pi/\beta)^n}\;\exp\!\left[-\beta\left(U(s)+\frac{\log P(s)}{2\beta}\right)\right].$$

The added term is the free energy of the stiff modes, up to a constant that also absorbs the choice of units for $P$.

With several modes, do not conclude that each stiffness must be constant. For a soft coordinate on the real line, the stiffnesses $e^s$ and $e^{-s}$ both vary, but their product is 1, and the two weights are proportional. For a torsion angle, the periodic stiffnesses $e^{\cos s}$ and $e^{-\cos s}$ do the same.

## Soft coordinate, stiff modes and a single constant in Lean

The type `S` holds the soft configurations. It can be any type, with no topology and no measure, so $U$ and $k$ need not be continuous. The finite type `ι` labels the stiff modes, and `k s i` is the stiffness of mode `i` at configuration `s`. A point `y : ι → ℝ` lists all displacements.

`frozenWeight β U s` is $w(s)$. `stiffMarginal β U k s` is $W(s)$, defined as the Lebesgue integral over all `y`; the square-root formula is a theorem about it and not its definition. The hypothesis `hβ` says that the temperature is positive and finite. The hypothesis `hk` says that every stiff mode has a genuine restoring force at every soft configuration.

Proportionality is written `∃ c : ℝ, ∀ s, ...`, and the order of the quantifiers matters. With `∀ s, ∃ c`, the constant could change with $s$, and the condition would always be true, because $w(s)$ is never zero. Constancy is written as equality at any two configurations: `∀ s t, k s = k t` for one bond, and the same for the products in the general case. The one-bond theorem `single_bond_proportional_iff` uses an ordinary integral over `ℝ`.

The condition on $\beta$ cannot be weakened to $\beta\ge 0$. Take two soft configurations with $U=0$ and stiffnesses 1 and 2, and set $\beta=0$. The integrand is 1 and its integral over the line diverges; Lean assigns such an integral the value 0. Then $c=0$ satisfies the proportionality condition although $k$ is not constant.

The model is classical and exactly harmonic, with uncoupled stiff modes and displacements that run over the whole real line. The measure is flat in $y$, without a Jacobian from curvilinear coordinates. The frozen weight is the Boltzmann factor at $y=0$; the mass-dependent factor that integrating over the momenta of a constrained system can produce is absent. Within these limits, freezing bonds can shift conformer populations, and the logarithmic term in the potential removes the shift. In molecular dynamics with constrained bonds, that term corrects only for the varying stiffness; a mass-dependent factor that varies with $s$ needs a correction of its own.

```lean
import Mathlib

open MeasureTheory Real

namespace StiffVersusFrozenBonds

noncomputable section

variable {S ι : Type*} [Fintype ι]

/-- The Boltzmann weight of the soft coordinate `s` when the stiff displacements are frozen
at zero. -/
def frozenWeight (β : ℝ) (U : S → ℝ) (s : S) : ℝ := exp (-β * U s)

/-- The weight of the soft coordinate `s` when the stiff displacements `y i`, harmonic with
stiffnesses `k s i`, are integrated over all real values. -/
def stiffMarginal (β : ℝ) (U : S → ℝ) (k : S → ι → ℝ) (s : S) : ℝ :=
  ∫ y : ι → ℝ, exp (-β * (U s + ∑ i, k s i * y i ^ 2 / 2))

/-- Integrating out one harmonic bond of stiffness `κ > 0` at inverse temperature `β > 0`
multiplies the Boltzmann factor of the energy `u` by `√(2π/(βκ))`. -/
theorem integral_single_bond {β κ : ℝ} (hβ : 0 < β) (hκ : 0 < κ) (u : ℝ) :
    ∫ y : ℝ, exp (-β * (u + κ * y ^ 2 / 2)) = √(2 * π / (β * κ)) * exp (-β * u) := by
  have h : ∀ y : ℝ, exp (-β * (u + κ * y ^ 2 / 2))
      = exp (-β * u) * exp (-(β * κ / 2) * y ^ 2) := by
    intro y
    rw [← Real.exp_add]
    congr 1
    ring
  have h2 : π / (β * κ / 2) = 2 * π / (β * κ) := by
    field_simp
  simp_rw [h]
  rw [integral_const_mul, integral_gaussian, h2, mul_comm]

/-- For positive stiffnesses and `β > 0`, integrating out all stiff displacements multiplies the
frozen weight by a factor that depends on `s` only through the product of the stiffnesses. -/
theorem stiffMarginal_eq {β : ℝ} (hβ : 0 < β) (U : S → ℝ) {k : S → ι → ℝ}
    (hk : ∀ s i, 0 < k s i) (s : S) :
    stiffMarginal β U k s
      = √((2 * π / β) ^ Fintype.card ι / ∏ i, k s i) * frozenWeight β U s := by
  -- the Boltzmann factor is a product over the modes
  have h : ∀ y : ι → ℝ, exp (-β * (U s + ∑ i, k s i * y i ^ 2 / 2))
      = exp (-β * U s) * ∏ i, exp (-(β * k s i / 2) * y i ^ 2) := by
    intro y
    rw [← Real.exp_sum, ← Real.exp_add]
    congr 1
    rw [mul_add, Finset.mul_sum]
    congr 1
    exact Finset.sum_congr rfl fun i _ => by ring
  -- the square roots of the separate modes combine into one
  have hroot : ∏ i, √(π / (β * k s i / 2))
      = √((2 * π / β) ^ Fintype.card ι / ∏ i, k s i) := by
    have hsq : (∏ i, √(π / (β * k s i / 2))) ^ 2
        = (2 * π / β) ^ Fintype.card ι / ∏ i, k s i := by
      rw [← Finset.prod_pow, ← Finset.card_univ, ← Finset.prod_const,
        ← Finset.prod_div_distrib]
      refine Finset.prod_congr rfl fun i _ => ?_
      have hi := hk s i
      rw [Real.sq_sqrt (by positivity)]
      field_simp
    rw [← hsq, Real.sqrt_sq (Finset.prod_nonneg fun i _ => Real.sqrt_nonneg _)]
  unfold stiffMarginal frozenWeight
  simp_rw [h]
  rw [integral_const_mul,
    integral_fintype_prod_volume_eq_prod (f := fun i (x : ℝ) => exp (-(β * k s i / 2) * x ^ 2))]
  simp_rw [integral_gaussian]
  rw [hroot, mul_comm]

/-- For `a > 0` and positive functions `D` and `w`, the weight `√(a/D) w` is proportional to `w`
exactly when `D` is constant. -/
theorem proportional_iff_constant {a : ℝ} (ha : 0 < a) {D w : S → ℝ}
    (hD : ∀ s, 0 < D s) (hw : ∀ s, 0 < w s) :
    (∃ c : ℝ, ∀ s, √(a / D s) * w s = c * w s) ↔ ∀ s t, D s = D t := by
  constructor
  · rintro ⟨c, hc⟩ s t
    -- cancel the positive weight, then compare the prefactors
    have h1 : ∀ s, √(a / D s) = c := fun s => mul_right_cancel₀ (hw s).ne' (hc s)
    have h2 : √(a / D s) = √(a / D t) := (h1 s).trans (h1 t).symm
    rw [Real.sqrt_inj (div_pos ha (hD s)).le (div_pos ha (hD t)).le,
      div_eq_div_iff (hD s).ne' (hD t).ne'] at h2
    exact mul_left_cancel₀ ha.ne' h2.symm
  · intro h
    rcases isEmpty_or_nonempty S with hS | ⟨⟨t⟩⟩
    · exact ⟨0, fun s => isEmptyElim s⟩
    · exact ⟨√(a / D t), fun s => by rw [h s t]⟩

/-- For `β > 0` and positive stiffnesses, the flexible and the frozen model give proportional
weights to the soft coordinate exactly when the product of the stiffnesses is constant. -/
theorem stiffMarginal_proportional_iff {β : ℝ} (hβ : 0 < β) (U : S → ℝ) {k : S → ι → ℝ}
    (hk : ∀ s i, 0 < k s i) :
    (∃ c : ℝ, ∀ s, stiffMarginal β U k s = c * frozenWeight β U s)
      ↔ ∀ s t, ∏ i, k s i = ∏ i, k t i := by
  simp_rw [stiffMarginal_eq hβ U hk]
  exact proportional_iff_constant (by positivity)
    (fun s => Finset.prod_pos fun i _ => hk s i) (fun s => Real.exp_pos _)

/-- For a single bond with stiffness `k s > 0` and `β > 0`, integrating over the bond displacement
gives a weight proportional to the frozen-bond weight exactly when `k` is constant. -/
theorem single_bond_proportional_iff {β : ℝ} (hβ : 0 < β) (U : S → ℝ) {k : S → ℝ}
    (hk : ∀ s, 0 < k s) :
    (∃ c : ℝ, ∀ s, ∫ y : ℝ, exp (-β * (U s + k s * y ^ 2 / 2)) = c * frozenWeight β U s)
      ↔ ∀ s t, k s = k t := by
  have h : ∀ s, ∫ y : ℝ, exp (-β * (U s + k s * y ^ 2 / 2))
      = √(2 * π / β / k s) * frozenWeight β U s := fun s => by
    rw [integral_single_bond hβ (hk s), div_div, frozenWeight]
  simp_rw [h]
  exact proportional_iff_constant (by positivity) hk (fun s => Real.exp_pos _)

/-- For `β > 0` and positive stiffnesses, the population ratio of two soft configurations in the
flexible model is the frozen Boltzmann ratio times the root of the inverse ratio of their products
of stiffnesses. -/
theorem population_ratio {β : ℝ} (hβ : 0 < β) (U : S → ℝ) {k : S → ι → ℝ}
    (hk : ∀ s i, 0 < k s i) (s t : S) :
    stiffMarginal β U k s / stiffMarginal β U k t
      = √((∏ i, k t i) / ∏ i, k s i) * exp (-β * (U s - U t)) := by
  have hs : 0 < ∏ i, k s i := Finset.prod_pos fun i _ => hk s i
  have ht : 0 < ∏ i, k t i := Finset.prod_pos fun i _ => hk t i
  rw [stiffMarginal_eq hβ U hk, stiffMarginal_eq hβ U hk]
  unfold frozenWeight
  have hA : 0 < (2 * π / β) ^ Fintype.card ι := by positivity
  generalize (2 * π / β) ^ Fintype.card ι = A at hA ⊢
  have h1 : A / ∏ i, k s i = ((∏ i, k t i) / ∏ i, k s i) * (A / ∏ i, k t i) := by
    field_simp
  have h2 : exp (-β * U s) = exp (-β * (U s - U t)) * exp (-β * U t) := by
    rw [← Real.exp_add]
    congr 1
    ring
  rw [div_eq_iff (by positivity), h1, Real.sqrt_mul (div_pos ht hs).le, h2]
  ring

/-- For `β > 0` and positive stiffnesses, multiplying every stiffness by `r > 0` divides the
weights of all soft configurations by the same number. -/
theorem stiffMarginal_stiffen {β r : ℝ} (hβ : 0 < β) (hr : 0 < r) (U : S → ℝ)
    {k : S → ι → ℝ} (hk : ∀ s i, 0 < k s i) (s : S) :
    stiffMarginal β U (fun s i => r * k s i) s
      = stiffMarginal β U k s / √(r ^ Fintype.card ι) := by
  have hs : 0 < ∏ i, k s i := Finset.prod_pos fun i _ => hk s i
  rw [stiffMarginal_eq hβ U (fun s i => mul_pos hr (hk s i)), stiffMarginal_eq hβ U hk,
    Finset.prod_mul_distrib, Finset.prod_const, Finset.card_univ,
    mul_comm (r ^ Fintype.card ι), ← div_div, Real.sqrt_div (by positivity)]
  ring

/-- For `β > 0` and positive stiffnesses, the frozen model with the potential
`U + log (∏ k) / (2β)` reproduces the flexible weight up to a constant factor. -/
theorem stiffMarginal_eq_corrected {β : ℝ} (hβ : 0 < β) (U : S → ℝ) {k : S → ι → ℝ}
    (hk : ∀ s i, 0 < k s i) (s : S) :
    stiffMarginal β U k s = √((2 * π / β) ^ Fintype.card ι)
      * frozenWeight β (fun s => U s + log (∏ i, k s i) / (2 * β)) s := by
  have hs : 0 < ∏ i, k s i := Finset.prod_pos fun i _ => hk s i
  have h1 : β * (log (∏ i, k s i) / (2 * β)) = log (∏ i, k s i) / 2 := by
    field_simp
  have h2 : -β * (U s + log (∏ i, k s i) / (2 * β))
      = -β * U s - log (∏ i, k s i) / 2 := by
    linear_combination -h1
  rw [stiffMarginal_eq hβ U hk]
  unfold frozenWeight
  rw [h2, Real.exp_sub, Real.exp_half, Real.exp_log hs, Real.sqrt_div (by positivity)]
  ring

/-- For `β > 0`, two stiff modes with the varying stiffnesses `exp s` and `exp (-s)` give a weight
proportional to the frozen one. -/
theorem compensating_modes {β : ℝ} (hβ : 0 < β) (U : ℝ → ℝ) :
    ∃ c : ℝ, ∀ s, stiffMarginal β U (fun s => ![exp s, exp (-s)]) s
      = c * frozenWeight β U s := by
  refine (stiffMarginal_proportional_iff hβ U ?_).mpr ?_
  · intro s i
    fin_cases i <;> simp [Real.exp_pos]
  · intro s t
    simp [Fin.prod_univ_two, ← Real.exp_add]

end

end StiffVersusFrozenBonds
```

```lean
#print axioms StiffVersusFrozenBonds.single_bond_proportional_iff
-- 'StiffVersusFrozenBonds.single_bond_proportional_iff' depends on axioms: [propext, Classical.choice, Quot.sound]
#print axioms StiffVersusFrozenBonds.stiffMarginal_stiffen
-- 'StiffVersusFrozenBonds.stiffMarginal_stiffen' depends on axioms: [propext, Classical.choice, Quot.sound]
#print axioms StiffVersusFrozenBonds.stiffMarginal_eq_corrected
-- 'StiffVersusFrozenBonds.stiffMarginal_eq_corrected' depends on axioms: [propext, Classical.choice, Quot.sound]
#print axioms StiffVersusFrozenBonds.compensating_modes
-- 'StiffVersusFrozenBonds.compensating_modes' depends on axioms: [propext, Classical.choice, Quot.sound]
```

## From the Gaussian integral to the equivalence

`integral_single_bond` is the one-bond calculation. Its step `h` splits the exponential into the factor with $u$ and the Gaussian with $a=\beta\kappa/2$. Then `integral_const_mul` takes the constant factor outside, and `integral_gaussian` supplies $\sqrt{\pi/a}$.

`stiffMarginal_eq` does the same for all modes. Its step `h` writes the Boltzmann factor as a product over the modes, and `integral_fintype_prod_volume_eq_prod` turns the integral of that product into a product of one-dimensional integrals. What remains is to merge the separate roots into one, which is the task of `hroot`. It squares the product of roots, identifies the square as $(2\pi/\beta)^n/P(s)$ in `hsq`, and takes the root again, which is allowed because a product of square roots is nonnegative.

`proportional_iff_constant` isolates the algebra of the equivalence from the integrals. It treats a weight $\sqrt{a/D(s)}\,w(s)$ with $a$, $D$ and $w$ positive. In the forward direction, `mul_right_cancel₀` cancels $w(s)$, `Real.sqrt_inj` passes from equal roots to equal radicands, and `div_eq_div_iff` with one more cancellation gives $D(s)=D(t)$. In the backward direction, the proof picks a reference configuration $t$ and takes $c=\sqrt{a/D(t)}$. If `S` is empty there is nothing to satisfy, and it takes $c=0$.

Both equivalences follow by substituting the evaluated integral and applying this lemma. In `stiffMarginal_proportional_iff`, $a=(2\pi/\beta)^n$ and $D=P$. In `single_bond_proportional_iff`, $a=2\pi/\beta$ and $D=k$.

The remaining theorems start from the same formula or from the equivalence:

- `population_ratio` writes $(2\pi/\beta)^n/P(s)$ as $P(t)/P(s)$ times $(2\pi/\beta)^n/P(t)$ and splits the root accordingly. It splits the Boltzmann factor at $s$ in the same way, so that the weight at $t$ cancels.
- `stiffMarginal_stiffen` uses `Finset.prod_mul_distrib` to pull the factor $r^n$ out of the product of stiffnesses, and then separates its root.
- `stiffMarginal_eq_corrected` shows in `h1` and `h2` that the extra potential contributes $-\tfrac12\log P(s)$ to the exponent. `Real.exp_half` and `Real.exp_log` turn this into division by $\sqrt{P(s)}$.
- `compensating_modes` applies the many-mode equivalence from right to left. It checks that both stiffnesses are positive and that their product is $e^se^{-s}=1$ for every $s$.
